# Spurious work per cycle in a linear SCF model: never positive for incomplete SCF without overshoot, zero for a time-reversible density update

In Born–Oppenheimer molecular dynamics the self-consistent field (SCF) iteration often starts from the density of the previous time step. If it is stopped early, the density still remembers where the nuclei were, and the force on the nuclei carries an error. When the nuclei vibrate, does this error average out over a period, or does it steadily add or remove energy?

Take one nuclear coordinate $x_k$ at time step $k$, on a trajectory that repeats after $N$ steps. The density is described by one number $n_k$, which is assumed to repeat with the same period and is scaled so that the ground-state density at position $x$ is $x$ itself. A lagging density pulls the nucleus towards it, with a force error proportional to $n_k-x_k$.

The time index lives in `ZMod N`, the integers modulo $N$, so $k+1$ and $k-1$ wrap around the cycle. `NeZero N` means $N\ge 1$.

```lean
import Mathlib

open Finset

namespace SpuriousWork

variable {N : ℕ} [NeZero N]
```

The work per cycle is force error times central displacement, summed over the steps:

$$W=\sum_k (n_k-x_k)(x_{k+1}-x_{k-1}).$$

The positive force constant and the factor $1/2$ of the central difference are left out. Negative $W$ means that the nuclei lose energy.

```lean
/-- Spurious work per cycle, up to a constant factor: the force error `n - x` of a lagging
density `n` times the central displacement of the periodic trajectory `x`, summed over the
time steps. -/
def spuriousWork (n x : ZMod N → ℝ) : ℝ :=
  ∑ k, (n k - x k) * (x (k + 1) - x (k - 1))
```

## Only the density term does work

A sum over a full period can start at any step: $\sum_k f_{k+m}=\sum_k f_k$. In Lean this is a change of summation variable by the bijection $k\mapsto k+m$.

```lean
/-- A sum over a full period does not depend on the time step at which it starts. -/
theorem sum_shift (f : ZMod N → ℝ) (m : ZMod N) : ∑ k, f (k + m) = ∑ k, f k :=
  Equiv.sum_comp (Equiv.addRight m) f
```

Applied to a product, the shift gives $\sum_k f_kf_{k+m}=\sum_k f_{k-m}f_k$, so the autocorrelation is even in the lag $m$.

```lean
/-- The autocorrelation of a periodic signal is the same at lag `m` and at lag `-m`. -/
theorem autocorrelation_even (f : ZMod N → ℝ) (m : ZMod N) :
    ∑ k, f k * f (k + m) = ∑ k, f k * f (k - m) := by
  calc ∑ k, f k * f (k + m) = ∑ k, f (k + m) * f (k + m - m) := by
        refine sum_congr rfl fun k _ => ?_
        rw [add_sub_cancel_right, mul_comm]
    _ = ∑ k, f k * f (k - m) := sum_shift (fun k => f k * f (k - m)) m
```

At lag 1 this reads $\sum_k x_kx_{k+1}=\sum_k x_kx_{k-1}$. The part of $W$ quadratic in $x$ therefore cancels, leaving

$$W=\sum_k n_k(x_{k+1}-x_{k-1}).$$

The proof splits the sum (`e`) and removes the cancelling part with `h`.

```lean
/-- The part of the force that depends on the position alone does no work over a cycle;
only the density term contributes. -/
theorem spuriousWork_eq (n x : ZMod N → ℝ) :
    spuriousWork n x = ∑ k, n k * (x (k + 1) - x (k - 1)) := by
  have h := autocorrelation_even x 1
  have e : spuriousWork n x = ∑ k, n k * (x (k + 1) - x (k - 1))
      - (∑ k, x k * x (k + 1) - ∑ k, x k * x (k - 1)) := by
    unfold spuriousWork
    simp only [← sum_sub_distrib]
    exact sum_congr rfl fun k _ => by ring
  linarith
```

## Incomplete SCF acts as friction

Let the SCF step keep a fraction $g$ of the old density:

$$n_k=g\,n_{k-1}+(1-g)\,x_k .$$

Equivalently, $n_k-x_k=g(n_{k-1}-x_k)$: $g$ is the factor by which the iterations reduce the initial density error. For a single linear-mixing step whose output density is already the ground-state density, the mixing parameter is $1-g$.

Solving the recursion for $x$ at steps $k+1$ and $k-1$ and inserting the result gives

$$(1-g)W=\sum_k n_k(n_{k+1}-n_{k-1})-g\sum_k\left(n_k^2-n_kn_{k-2}\right).$$

The first sum vanishes because the autocorrelation is even. By shift invariance $\sum_k n_{k-2}^2=\sum_k n_k^2$, so the second sum is half of $\sum_k(n_k-n_{k-2})^2$. Hence

$$2(1-g)W=-g\sum_k (n_k-n_{k-2})^2 .$$

Without the division by $1-g$, the identity holds for every real $g$. In the proof, `h3` is the elimination of $x$ and `h4` expands the square.

```lean
/-- Incomplete SCF that keeps a fraction `g` of the previous density: `2 * (1 - g)` times the
spurious work equals `-g` times the sum of the squared changes of the density over two time steps.
-/
theorem scf_work {g : ℝ} {n x : ZMod N → ℝ}
    (h : ∀ k, n k = g * n (k - 1) + (1 - g) * x k) :
    2 * (1 - g) * spuriousWork n x = -g * ∑ k, (n k - n (k - 2)) ^ 2 := by
  rw [spuriousWork_eq]
  have h1 := autocorrelation_even n 1
  have h2 : ∑ k, n (k - 2) ^ 2 = ∑ k, n k ^ 2 := by
    have := sum_shift (fun k => n k ^ 2) (-2)
    simpa only [← sub_eq_add_neg] using this
  -- eliminate the trajectory with the SCF recursion
  have h3 : (1 - g) * ∑ k, n k * (x (k + 1) - x (k - 1))
      = (∑ k, n k * n (k + 1) - ∑ k, n k * n (k - 1))
        - g * (∑ k, n k ^ 2 - ∑ k, n k * n (k - 2)) := by
    simp only [← sum_sub_distrib, mul_sum]
    refine sum_congr rfl fun k _ => ?_
    have e1 := h (k + 1)
    have e2 := h (k - 1)
    rw [add_sub_cancel_right] at e1
    rw [show k - 1 - 1 = k - 2 by ring] at e2
    linear_combination (-(n k)) * e1 + n k * e2
  -- the remaining correlations form a square
  have h4 : ∑ k, (n k - n (k - 2)) ^ 2
      = ∑ k, n k ^ 2 - 2 * ∑ k, n k * n (k - 2) + ∑ k, n (k - 2) ^ 2 := by
    simp only [mul_sum, ← sum_sub_distrib, ← sum_add_distrib]
    exact sum_congr rfl fun k _ => by ring
  rw [h4, h2]
  linear_combination 2 * h3 + 2 * h1
```

For $0\le g<1$ the right side is at most zero and $2(1-g)$ is positive, so $W\le 0$. The proof assumes $W>0$ and contradicts the identity.

```lean
/-- Incomplete SCF with `0 ≤ g < 1` never does positive spurious work over a cycle. -/
theorem scf_work_nonpos {g : ℝ} (hg : 0 ≤ g) (hg1 : g < 1) {n x : ZMod N → ℝ}
    (h : ∀ k, n k = g * n (k - 1) + (1 - g) * x k) : spuriousWork n x ≤ 0 := by
  have key := scf_work h
  have hS : 0 ≤ g * ∑ k, (n k - n (k - 2)) ^ 2 :=
    mul_nonneg hg (sum_nonneg fun k _ => sq_nonneg _)
  by_contra hW
  have hp := mul_pos (show 0 < 2 * (1 - g) by linarith) (not_le.mp hW)
  linarith
```

The condition $g\ge 0$ is needed. A negative $g$ describes an over-relaxed update that overshoots the ground state. Take $N=4$, $n=(1,0,-1,0)$ and $g=-\tfrac12$. The recursion gives $x=\left(\tfrac23,\tfrac13,-\tfrac23,-\tfrac13\right)$, the steps contribute $\tfrac29,\tfrac49,\tfrac29,\tfrac49$, and $W=\tfrac43>0$.

For $0<g<1$ the loss is strict exactly when $x_{k+1}\ne x_{k-1}$ for some $k$. If all central displacements vanish, every term of $W$ is zero. Conversely, if $W$ is not negative, the identity forces $n_k=n_{k-2}$ for all $k$. Subtracting the recursion at $k-1$ from that at $k+1$ then gives

$$(1-g)(x_{k+1}-x_{k-1})=(n_{k+1}-n_{k-1})-g(n_k-n_{k-2})=0 .$$

For $N=1$ and $N=2$ the steps $k+1$ and $k-1$ coincide, and the work is always zero.

```lean
/-- For `0 < g < 1` the spurious work of incomplete SCF is strictly negative exactly when
the trajectory has a nonzero central displacement at some time step. -/
theorem scf_work_neg_iff {g : ℝ} (hg : 0 < g) (hg1 : g < 1) {n x : ZMod N → ℝ}
    (h : ∀ k, n k = g * n (k - 1) + (1 - g) * x k) :
    spuriousWork n x < 0 ↔ ∃ k, x (k + 1) ≠ x (k - 1) := by
  constructor
  · intro hW
    by_contra hc
    have hx : ∀ k, x (k + 1) = x (k - 1) := fun k => by_contra fun hk => hc ⟨k, hk⟩
    have h0 : spuriousWork n x = 0 := by
      unfold spuriousWork
      exact sum_eq_zero fun k _ => by rw [hx k, sub_self, mul_zero]
    linarith
  · rintro ⟨k, hk⟩
    by_contra hW
    have key := scf_work h
    have h5 := mul_nonneg (show 0 ≤ 2 * (1 - g) by linarith) (not_lt.mp hW)
    have hnn : 0 ≤ ∑ k, (n k - n (k - 2)) ^ 2 := sum_nonneg fun k _ => sq_nonneg _
    have hle : ∑ k, (n k - n (k - 2)) ^ 2 ≤ 0 := by
      by_contra hp
      have := mul_pos hg (not_le.mp hp)
      linarith
    -- without work the density repeats every two steps, and so does the trajectory
    have hz := (sum_eq_zero_iff_of_nonneg (fun i _ => sq_nonneg _)).mp (le_antisymm hle hnn)
    have hn : ∀ j, n j = n (j - 2) := fun j =>
      sub_eq_zero.mp ((pow_eq_zero_iff two_ne_zero).mp (hz j (mem_univ j)))
    have a1 := hn (k + 1)
    have e1 := h (k + 1)
    have e2 := h (k - 1)
    rw [show k + 1 - 2 = k - 1 by ring] at a1
    rw [add_sub_cancel_right] at e1
    rw [show k - 1 - 1 = k - 2 by ring] at e2
    exact hk (mul_left_cancel₀ (show 1 - g ≠ 0 by linarith)
      (by linear_combination a1 - g * hn k - e1 + e2))
```

## Time symmetry removes the work

Suppose that position and densities are related without a preferred direction of time:

$$x_k=\sum_{j=0}^{M-1}a_j\,(n_{k+j}+n_{k-j}),$$

with real weights $a_j$. Write $C(m)=\sum_k n_kn_{k+m}$. The weight $a_j$ then contributes to $W$ the factor

$$[C(1+j)-C(-1-j)]+[C(1-j)-C(-1+j)]=0 .$$

This is `step` in the proof; the final `calc` exchanges the sums over $k$ and $j$.

```lean
/-- If the trajectory is a linear combination of past and future densities with equal
weights at `k + j` and `k - j`, the spurious work per cycle vanishes. -/
theorem timeSymmetric_work (M : ℕ) (a : ℕ → ℝ) {n x : ZMod N → ℝ}
    (h : ∀ k, x k = ∑ j ∈ range M, a j * (n (k + (j : ZMod N)) + n (k - (j : ZMod N)))) :
    spuriousWork n x = 0 := by
  -- for each lag the correlations cancel in pairs
  have step : ∀ j : ZMod N, ∑ k, n k * ((n (k + 1 + j) + n (k + 1 - j))
      - (n (k - 1 + j) + n (k - 1 - j))) = 0 := by
    intro j
    have h1 := autocorrelation_even n (1 + j)
    have h2 := autocorrelation_even n (1 - j)
    have e : ∑ k, n k * ((n (k + 1 + j) + n (k + 1 - j)) - (n (k - 1 + j) + n (k - 1 - j)))
        = (∑ k, n k * n (k + (1 + j)) - ∑ k, n k * n (k - (1 + j)))
          + (∑ k, n k * n (k + (1 - j)) - ∑ k, n k * n (k - (1 - j))) := by
      simp only [← sum_sub_distrib, ← sum_add_distrib]
      refine sum_congr rfl fun k _ => ?_
      rw [show k + 1 + j = k + (1 + j) by ring, show k + 1 - j = k + (1 - j) by ring,
        show k - 1 + j = k - (1 - j) by ring, show k - 1 - j = k - (1 + j) by ring]
      ring
    linarith
  rw [spuriousWork_eq]
  calc ∑ k, n k * (x (k + 1) - x (k - 1))
      = ∑ k, ∑ j ∈ range M, a j * (n k * ((n (k + 1 + (j : ZMod N)) + n (k + 1 - (j : ZMod N)))
          - (n (k - 1 + (j : ZMod N)) + n (k - 1 - (j : ZMod N))))) := by
        refine sum_congr rfl fun k _ => ?_
        rw [h (k + 1), h (k - 1), ← sum_sub_distrib, mul_sum]
        exact sum_congr rfl fun j _ => by ring
    _ = 0 := by
        rw [sum_comm]
        exact sum_eq_zero fun j _ => by rw [← mul_sum, step, mul_zero]
```

The reversible scheme propagates the density as a Verlet oscillator driven by the nuclei. It is a simplified form of extended-Lagrangian Born–Oppenheimer dynamics, where the propagated density is an auxiliary one from which the density used in the forces is computed; here it enters the force error directly:

$$n_{k+1}-2n_k+n_{k-1}=\kappa\,(x_k-n_k).$$

Here $\kappa$ stands for the squared oscillator frequency times the squared time step, although the theorem allows any real value. For $\kappa\neq0$,

$$x_k=n_k+\kappa^{-1}(n_{k+1}-2n_k+n_{k-1}),$$

which is the symmetric form with $M=2$, $a_0=(1-2\kappa^{-1})/2$ and $a_1=\kappa^{-1}$.

For $\kappa=0$, multiplying the scheme by $n_k$ and summing gives $C(1)=C(0)$. Then $\sum_k(n_{k+1}-n_k)^2=2C(0)-2C(1)=0$, so the density is constant, and a constant force does no work over a closed cycle. Thus $W=0$ for every $\kappa$.

```lean
/-- The reversible scheme, in which the density follows the trajectory as a Verlet
oscillator of any strength `κ`, does no spurious work over a cycle. -/
theorem reversible_work {κ : ℝ} {n x : ZMod N → ℝ}
    (h : ∀ k, n (k + 1) - 2 * n k + n (k - 1) = κ * (x k - n k)) :
    spuriousWork n x = 0 := by
  by_cases hκ : κ = 0
  · -- a free periodic density is constant
    have h1 := autocorrelation_even n 1
    have h2 := sum_shift (fun k => n k ^ 2) 1
    have h3 : ∑ k, n k * (n (k + 1) - 2 * n k + n (k - 1)) = 0 :=
      sum_eq_zero fun k _ => by rw [h k, hκ, zero_mul, mul_zero]
    have h4 : ∑ k, n k * (n (k + 1) - 2 * n k + n (k - 1))
        = ∑ k, n k * n (k + 1) - 2 * ∑ k, n k ^ 2 + ∑ k, n k * n (k - 1) := by
      simp only [mul_sum, ← sum_sub_distrib, ← sum_add_distrib]
      exact sum_congr rfl fun k _ => by ring
    have h5 : ∑ k, (n (k + 1) - n k) ^ 2
        = ∑ k, n (k + 1) ^ 2 - 2 * ∑ k, n k * n (k + 1) + ∑ k, n k ^ 2 := by
      simp only [mul_sum, ← sum_sub_distrib, ← sum_add_distrib]
      exact sum_congr rfl fun k _ => by ring
    have h6 : ∑ k, (n (k + 1) - n k) ^ 2 = 0 := by linarith
    have hz := (sum_eq_zero_iff_of_nonneg (fun i _ => sq_nonneg _)).mp h6
    have hn : ∀ k, n (k + 1) = n k := fun k =>
      sub_eq_zero.mp ((pow_eq_zero_iff two_ne_zero).mp (hz k (mem_univ k)))
    have s1 : ∑ k, n k * x (k + 1) = ∑ k, n k * x k := by
      rw [← sum_shift (fun k => n k * x k) 1]
      exact sum_congr rfl fun k _ => by rw [hn k]
    have s2 : ∑ k, n k * x (k - 1) = ∑ k, n k * x k := by
      rw [← sum_shift (fun k => n k * x (k - 1)) 1]
      exact sum_congr rfl fun k _ => by rw [hn k, add_sub_cancel_right]
    rw [spuriousWork_eq]
    simp only [mul_sub, sum_sub_distrib]
    rw [s1, s2, sub_self]
  · -- otherwise the trajectory is a time-symmetric combination of three densities
    refine timeSymmetric_work 2 (fun j => if j = 0 then (1 - 2 * κ⁻¹) / 2 else κ⁻¹) fun k => ?_
    have hi : κ * κ⁻¹ = 1 := mul_inv_cancel₀ hκ
    rw [sum_range_succ, sum_range_one]
    simp only [Nat.cast_zero, Nat.cast_one, add_zero, sub_zero, one_ne_zero, ↓reduceIte]
    linear_combination (-κ⁻¹) * h k - (x k - n k) * hi
```

In this one-coordinate linear model, the result bears on energy drift in molecular dynamics: incomplete SCF with $0<g<1$ takes energy from the nuclei whenever some central displacement is nonzero, while the reversible update does no net work. The hypotheses prescribe a trajectory and a density that both return exactly to their starting values. On a prescribed periodic trajectory, incomplete SCF with $0\le g<1$ brings the density to this period from any starting value. The free oscillation of the reversible scheme with $0<\kappa<4$ does not decay, so there the periodic density is a genuine assumption. In a simulation the nuclei respond to the erroneous force and the cycle need not close, so the step from $W$ to a long-time drift remains a physical argument.

## A four-step cycle that loses energy

With $g=\tfrac12$, the density $(1,0,-1,0)$ belongs to the trajectory $(2,-1,-2,1)$.

```lean
/-- A density on a cycle of four time steps, with values 1, 0, -1, 0. -/
def cycleDensity : ZMod 4 → ℝ := (![1, 0, -1, 0] : Fin 4 → ℝ)

/-- A trajectory on a cycle of four time steps, with values 2, -1, -2, 1. -/
def cycleTrajectory : ZMod 4 → ℝ := (![2, -1, -2, 1] : Fin 4 → ℝ)
```

The recursion is checked at each of the four steps. The work is $2-4+2-4=-4$, in agreement with the identity, whose sum of squares is $8$.

```lean
/-- The four-step cycle obeys the incomplete SCF recursion with `g = 1/2`, and its spurious
work is -4. -/
theorem scf_work_witness :
    (∀ k, cycleDensity k = 1 / 2 * cycleDensity (k - 1) + (1 - 1 / 2) * cycleTrajectory k) ∧
      spuriousWork cycleDensity cycleTrajectory = -4 := by
  constructor
  · intro k
    fin_cases k
    · change (1 : ℝ) = 1 / 2 * 0 + (1 - 1 / 2) * 2
      norm_num
    · change (0 : ℝ) = 1 / 2 * 1 + (1 - 1 / 2) * (-1)
      norm_num
    · change (-1 : ℝ) = 1 / 2 * 0 + (1 - 1 / 2) * (-2)
      norm_num
    · change (0 : ℝ) = 1 / 2 * (-1) + (1 - 1 / 2) * 1
      norm_num
  · unfold spuriousWork
    refine (Fin.sum_univ_four _).trans ?_
    change ((1 : ℝ) - 2) * (-1 - 1) + (0 - -1) * (-2 - 2) + (-1 - -2) * (1 - -1)
      + (0 - 1) * (2 - -2) = -4
    norm_num

end SpuriousWork
```

```lean
#print axioms SpuriousWork.scf_work_nonpos
#print axioms SpuriousWork.scf_work_neg_iff
#print axioms SpuriousWork.reversible_work
```

```
'SpuriousWork.scf_work_nonpos' depends on axioms: [propext, Classical.choice, Quot.sound]
'SpuriousWork.scf_work_neg_iff' depends on axioms: [propext, Classical.choice, Quot.sound]
'SpuriousWork.reversible_work' depends on axioms: [propext, Classical.choice, Quot.sound]
```
